# Omitting a positive norm deficit from H = A + e₀S and from S never brings the lowest level closer to e₀

Leaving the augmentation of an ultrasoft pseudopotential out of both the Hamiltonian H and the overlap S generally shifts the lowest level. The theorem below compares the level with the reference energy e₀ before and after. When A = H − e₀S is Hermitian and stays fixed, the plain overlap is positive definite and the omitted augmentation is positive semidefinite, the level doesn't cross e₀, and its distance from e₀ doesn't shrink.

```lean
import Mathlib

open Matrix
open scoped ComplexOrder

namespace UltrasoftNormDeficit

variable {n : Type*} [Fintype n]

/-- The real part of the expectation value `⟨x, M x⟩` in the unnormalised state `x`. -/
def quad (M : Matrix n n ℂ) (x : n → ℂ) : ℝ := (star x ⬝ᵥ M *ᵥ x).re

/-- The real energy `e` is a generalized level of `(H, S)`: `H x = e S x` for a nonzero `x`. -/
def IsLevel (H S : Matrix n n ℂ) (e : ℝ) : Prop :=
  ∃ x : n → ℂ, x ≠ 0 ∧ H *ᵥ x = (e : ℂ) • (S *ᵥ x)

/-- The energy `e` is the lowest generalized level of `(H, S)`. -/
def IsLowestLevel (H S : Matrix n n ℂ) (e : ℝ) : Prop := IsLeast {t | IsLevel H S t} e

/-- The Hamiltonian `A + e₀ S`, in which the overlap `S` enters with the reference energy `e₀`. -/
def hamiltonian (A S : Matrix n n ℂ) (e₀ : ℝ) : Matrix n n ℂ := A + (e₀ : ℂ) • S

/-- Expectation values are additive and real-homogeneous in the operator. -/
lemma quad_add_smul (M N : Matrix n n ℂ) (c : ℝ) (x : n → ℂ) :
    quad (M + (c : ℂ) • N) x = quad M x + c * quad N x := by
  simp only [quad, Matrix.add_mulVec, Matrix.smul_mulVec, dotProduct_add, dotProduct_smul,
    smul_eq_mul, Complex.add_re, Complex.re_ofReal_mul]

/-- A positive definite overlap gives every nonzero state a positive norm. -/
lemma quad_pos {S : Matrix n n ℂ} (hS : S.PosDef) {x : n → ℂ} (hx : x ≠ 0) :
    0 < quad S x :=
  (Complex.lt_def.1 (hS.dotProduct_mulVec_pos hx)).1

/-- For Hermitian `H` and positive definite `S` on a nonzero space, a lowest generalized level
exists and bounds the energy of every state from below. -/
theorem exists_lowest_level [Nonempty n] {H S : Matrix n n ℂ} (hH : H.IsHermitian)
    (hS : S.PosDef) :
    ∃ m : ℝ, IsLowestLevel H S m ∧ ∀ x, m * quad S x ≤ quad H x := by
  have cont : ∀ M : Matrix n n ℂ, Continuous (fun x => quad M x) := by
    intro M
    simp only [quad, dotProduct, Matrix.mulVec, Pi.star_apply]
    fun_prop
  have ne0 : ∀ x ∈ Metric.sphere (0 : n → ℂ) 1, x ≠ 0 := by
    rintro x hx rfl
    simp at hx
  -- the Rayleigh quotient attains its minimum on the unit sphere
  obtain ⟨z, hz, hmin⟩ := (isCompact_sphere (0 : n → ℂ) 1).exists_isMinOn
    ⟨fun _ => 1, by rw [mem_sphere_zero_iff_norm, pi_norm_const, norm_one]⟩
    ((cont H).continuousOn.div (cont S).continuousOn
      (fun x hx => (quad_pos hS (ne0 x hx)).ne'))
  have hzS := quad_pos hS (ne0 z hz)
  obtain ⟨m, hm⟩ : ∃ m : ℝ, m = quad H z / quad S z := ⟨_, rfl⟩
  have scale : ∀ (M : Matrix n n ℂ) (c : ℝ) (x : n → ℂ),
      quad M ((c : ℂ) • x) = c ^ 2 * quad M x := by
    intro M c x
    simp only [quad, Matrix.mulVec_smul, star_smul, smul_dotProduct, dotProduct_smul,
      smul_eq_mul, Complex.star_def, Complex.conj_ofReal, Complex.re_ofReal_mul]
    ring
  have bound : ∀ x, m * quad S x ≤ quad H x := by
    intro x
    by_cases hx : x = 0
    · simp [hx, quad]
    have hc : 0 < ‖x‖⁻¹ := inv_pos.2 (norm_pos_iff.2 hx)
    have hy : ((‖x‖⁻¹ : ℝ) : ℂ) • x ∈ Metric.sphere (0 : n → ℂ) 1 := by
      rw [mem_sphere_zero_iff_norm, norm_smul, Complex.norm_real, norm_inv, norm_norm,
        inv_mul_cancel₀ (norm_ne_zero_iff.2 hx)]
    have h1 : m ≤ quad H (((‖x‖⁻¹ : ℝ) : ℂ) • x) / quad S (((‖x‖⁻¹ : ℝ) : ℂ) • x) := by
      rw [hm]
      exact isMinOn_iff.1 hmin _ hy
    rw [le_div_iff₀ (quad_pos hS (ne0 _ hy)), scale, scale] at h1
    refine le_of_mul_le_mul_left ?_ (pow_pos hc 2)
    linarith
  -- the minimiser is a null vector of the positive semidefinite matrix `H - m S`
  have hM : (H + ((-m : ℝ) : ℂ) • S).IsHermitian := by
    simp [Matrix.IsHermitian, Matrix.conjTranspose_add, Matrix.conjTranspose_smul, hH.eq,
      hS.isHermitian.eq]
  have im0 : ∀ x, (star x ⬝ᵥ (H + ((-m : ℝ) : ℂ) • S) *ᵥ x).im = 0 := by
    intro x
    apply Complex.conj_eq_iff_im.1
    change star (star x ⬝ᵥ (H + ((-m : ℝ) : ℂ) • S) *ᵥ x) = _
    rw [← Matrix.star_dotProduct, Matrix.star_mulVec, hM.eq, ← Matrix.dotProduct_mulVec]
  have hP : (H + ((-m : ℝ) : ℂ) • S).PosSemidef := by
    refine Matrix.PosSemidef.of_dotProduct_mulVec_nonneg hM fun x => ?_
    refine Complex.le_def.2 ⟨?_, (im0 x).symm⟩
    change 0 ≤ quad _ x
    rw [quad_add_smul]
    linarith [bound x]
  have null : star z ⬝ᵥ (H + ((-m : ℝ) : ℂ) • S) *ᵥ z = 0 := by
    refine Complex.ext ?_ (im0 z)
    change quad _ z = 0
    rw [quad_add_smul, hm]
    field_simp
    ring
  have eig := (hP.dotProduct_mulVec_zero_iff z).1 null
  rw [Matrix.add_mulVec, Matrix.smul_mulVec, Complex.ofReal_neg, neg_smul,
    ← sub_eq_add_neg, sub_eq_zero] at eig
  refine ⟨m, ⟨⟨z, ne0 z hz, eig⟩, ?_⟩, bound⟩
  rintro t ⟨x, hx, ht⟩
  have hq : quad H x = t * quad S x := by
    simp only [quad, ht, dotProduct_smul, smul_eq_mul, Complex.re_ofReal_mul]
  exact le_of_mul_le_mul_right (hq ▸ bound x) (quad_pos hS hx)

/-- For Hermitian `A` and positive definite `S`, the lowest level `e` of `(A + e₀ S, S)`,
measured from `e₀`, is the minimum of `⟨A⟩ / ⟨S⟩` over nonzero states. -/
theorem shifted_variational {A S : Matrix n n ℂ} {e₀ e : ℝ} (hA : A.IsHermitian)
    (hS : S.PosDef) (h : IsLowestLevel (hamiltonian A S e₀) S e) :
    (∀ x, (e - e₀) * quad S x ≤ quad A x) ∧
      ∃ x, x ≠ 0 ∧ quad A x = (e - e₀) * quad S x := by
  obtain ⟨x, hx, hex⟩ := h.1
  obtain ⟨i, -⟩ := Function.ne_iff.1 hx
  have : Nonempty n := ⟨i⟩
  have hH : (hamiltonian A S e₀).IsHermitian := by
    simp [hamiltonian, Matrix.IsHermitian, Matrix.conjTranspose_add,
      Matrix.conjTranspose_smul, hA.eq, hS.isHermitian.eq]
  obtain ⟨m, hm, hb⟩ := exists_lowest_level hH hS
  obtain rfl : e = m := h.unique hm
  refine ⟨fun y => ?_, x, hx, ?_⟩
  · have := hb y
    rw [hamiltonian, quad_add_smul] at this
    linarith
  · have hq : quad (hamiltonian A S e₀) x = e * quad S x := by
      simp only [quad, hex, dotProduct_smul, smul_eq_mul, Complex.re_ofReal_mul]
    rw [hamiltonian, quad_add_smul] at hq
    linarith

/-- For Hermitian `A`, if the lowest level lies below the reference energy with one positive
definite overlap, it does so with any other. -/
theorem below_reference {A S T : Matrix n n ℂ} {e₀ s t : ℝ} (hA : A.IsHermitian)
    (hS : S.PosDef) (hT : T.PosDef) (ls : IsLowestLevel (hamiltonian A S e₀) S s)
    (lt : IsLowestLevel (hamiltonian A T e₀) T t) (h : s < e₀) : t < e₀ := by
  obtain ⟨-, x, hx, ex⟩ := shifted_variational hA hS ls
  have b := (shifted_variational hA hT lt).1 x
  have neg := mul_neg_of_neg_of_pos (sub_neg.2 h) (quad_pos hS hx)
  by_contra k
  have := mul_nonneg (sub_nonneg.2 (not_lt.1 k)) (quad_pos hT hx).le
  linarith

/-- Let `A` be Hermitian and `S`, `T` positive definite. If `⟨x, T x⟩ ≤ c ⟨x, S x⟩` for every `x`,
the distance from `e₀` of the lowest level of `(A + e₀ S, S)` is at most `c` times that of the
lowest level of `(A + e₀ T, T)`. -/
theorem deviation_le {A S T : Matrix n n ℂ} {e₀ s t c : ℝ} (hA : A.IsHermitian)
    (hS : S.PosDef) (hT : T.PosDef) (hc : ∀ x, quad T x ≤ c * quad S x)
    (ls : IsLowestLevel (hamiltonian A S e₀) S s)
    (lt : IsLowestLevel (hamiltonian A T e₀) T t) : |s - e₀| ≤ c * |t - e₀| := by
  obtain ⟨bS, x, hx, ex⟩ := shifted_variational hA hS ls
  obtain ⟨bT, y, hy, ey⟩ := shifted_variational hA hT lt
  rcases lt_or_ge s e₀ with h | h
  · -- below the reference: test with the ground state of `S`
    have k := below_reference hA hS hT ls lt h
    rw [abs_of_neg (sub_neg.2 h), abs_of_neg (sub_neg.2 k)]
    have q := mul_le_mul_of_nonneg_left (hc x) (sub_nonneg.2 k.le)
    refine le_of_mul_le_mul_right ?_ (quad_pos hS hx)
    nlinarith [bT x]
  · -- above the reference: test with the ground state of `T`
    have k : e₀ ≤ t := not_lt.1 fun k => absurd (below_reference hA hT hS lt ls k) (not_lt.2 h)
    rw [abs_of_nonneg (sub_nonneg.2 h), abs_of_nonneg (sub_nonneg.2 k)]
    have q := mul_le_mul_of_nonneg_left (hc y) (sub_nonneg.2 k)
    refine le_of_mul_le_mul_right ?_ (quad_pos hS hy)
    nlinarith [bS y]

/-- Let `A` be Hermitian, `S₁` positive definite and the augmentation `S₂ - S₁` positive
semidefinite. Replacing `S₂` by `S₁` in both the Hamiltonian `A + e₀ S₂` and the overlap never takes
the lowest level across `e₀` and never brings it closer to `e₀`. -/
theorem neglected_norm_deficit {A S₁ S₂ : Matrix n n ℂ} {e₀ e₁ e₂ : ℝ} (hA : A.IsHermitian)
    (h₁ : S₁.PosDef) (h₂ : (S₂ - S₁).PosSemidef)
    (l₁ : IsLowestLevel (hamiltonian A S₁ e₀) S₁ e₁)
    (l₂ : IsLowestLevel (hamiltonian A S₂ e₀) S₂ e₂) :
    0 ≤ (e₁ - e₀) * (e₂ - e₀) ∧ |e₂ - e₀| ≤ |e₁ - e₀| := by
  have hS₂ : S₂.PosDef := by simpa using h₁.add_posSemidef h₂
  constructor
  · rcases lt_or_ge e₁ e₀ with h | h
    · have k := below_reference hA h₁ hS₂ l₁ l₂ h
      exact mul_nonneg_of_nonpos_of_nonpos (by linarith) (by linarith)
    · have k : e₀ ≤ e₂ :=
        not_lt.1 fun k => absurd (below_reference hA hS₂ h₁ l₂ l₁ k) (not_lt.2 h)
      exact mul_nonneg (by linarith) (by linarith)
  · have hc : ∀ x, quad S₁ x ≤ 1 * quad S₂ x := by
      intro x
      have p : 0 ≤ (star x ⬝ᵥ (S₂ - S₁) *ᵥ x).re :=
        (Complex.le_def.1 (h₂.dotProduct_mulVec_nonneg x)).1
      rw [Matrix.sub_mulVec, dotProduct_sub, Complex.sub_re] at p
      simp only [quad]
      linarith
    simpa using deviation_le hA hS₂ h₁ hc l₂ l₁

/-- Let `A` be Hermitian, `S₁` positive definite and `S₂ - S₁` positive semidefinite. If
`⟨x, S₂ x⟩ ≤ (1 + δ) ⟨x, S₁ x⟩` for every `x`, replacing `S₂` by `S₁` in both the Hamiltonian
`A + e₀ S₂` and the overlap changes the lowest level `e₂` by at most `δ |e₂ - e₀|`. -/
theorem neglect_error_le {A S₁ S₂ : Matrix n n ℂ} {e₀ e₁ e₂ δ : ℝ} (hA : A.IsHermitian)
    (h₁ : S₁.PosDef) (h₂ : (S₂ - S₁).PosSemidef)
    (hδ : ∀ x, quad S₂ x ≤ (1 + δ) * quad S₁ x)
    (l₁ : IsLowestLevel (hamiltonian A S₁ e₀) S₁ e₁)
    (l₂ : IsLowestLevel (hamiltonian A S₂ e₀) S₂ e₂) :
    |e₁ - e₂| ≤ δ * |e₂ - e₀| := by
  have hS₂ : S₂.PosDef := by simpa using h₁.add_posSemidef h₂
  have d := (neglected_norm_deficit hA h₁ h₂ l₁ l₂).2
  have u := deviation_le hA h₁ hS₂ hδ l₁ l₂
  rcases lt_or_ge e₁ e₀ with h | h
  · have k := below_reference hA h₁ hS₂ l₁ l₂ h
    rw [abs_of_neg (sub_neg.2 h), abs_of_neg (sub_neg.2 k)] at d u
    rw [abs_of_neg (sub_neg.2 k), abs_of_nonpos (by linarith)]
    linarith
  · have k : e₀ ≤ e₂ :=
      not_lt.1 fun k => absurd (below_reference hA hS₂ h₁ l₂ l₁ k) (not_lt.2 h)
    rw [abs_of_nonneg (sub_nonneg.2 h), abs_of_nonneg (sub_nonneg.2 k)] at d u
    rw [abs_of_nonneg (sub_nonneg.2 k), abs_of_nonneg (by linarith)]
    linarith

end UltrasoftNormDeficit
```

```lean
#print axioms UltrasoftNormDeficit.neglected_norm_deficit
-- 'UltrasoftNormDeficit.neglected_norm_deficit' depends on axioms: [propext, Classical.choice, Quot.sound]
#print axioms UltrasoftNormDeficit.neglect_error_le
-- 'UltrasoftNormDeficit.neglect_error_le' depends on axioms: [propext, Classical.choice, Quot.sound]
```

## The norm deficit in H and in S

An ultrasoft pseudo-wavefunction may carry less norm inside the core radius than the all-electron function it replaces. The overlap operator restores the difference. Let S₁ be the plain overlap of the basis functions, which is the identity in an orthonormal basis, and let Q be the matrix of the augmentation, built from the norm deficits and the projectors. The full overlap is

S₂ = S₁ + Q.

With a single reference energy e₀, the deficit also enters the nonlocal potential, as e₀Q. If K is the kinetic energy, V the local potential and B the part of the nonlocal potential without the deficit, the full Hamiltonian is

H₂ = K + V + B + e₀Q = A + e₀S₂, with A = K + V + B − e₀S₁.

The matrix A doesn't contain Q. Neglecting the deficit in both places therefore replaces S₂ by S₁ and H₂ by A + e₀S₁, with the same A. Removing Q from the overlap alone is a different approximation. There H₂ stays fixed, so the theorem applies with H₂ in place of A and zero in place of e₀, and it compares distances from zero energy instead of from e₀.

The condition that Q be positive semidefinite says that augmentation never lowers the norm of a state. It is a property of the particular pseudopotential and is assumed here. So is the single reference energy: ultrasoft pseudopotentials often use several, and the deficit then generally doesn't enter H as one multiple of Q. The model also keeps A fixed, which a self-consistent calculation generally doesn't. There, omitting the augmentation changes the density, and with it the potential. The nonlocal coefficients also contain integrals of the potential with the augmentation functions. The sum B + e₀Q includes them at the potential of the reference atom, and this model leaves out their change in any other potential.

## What the Lean statements say

States are vectors `x : n → ℂ` over a finite index type `n`, so the basis is finite, and operators are complex matrices. `quad M x` is the real part of x†Mx for an unnormalised x. The norm of a state here means x†Sx, without a square root, as in the term "norm-conserving". For a nonzero state, the energy per unit norm is `quad H x / quad S x`.

`IsLevel H S e` says that Hx = eSx for some nonzero x, with e real. For Hermitian H and positive definite S this loses nothing, because all generalized eigenvalues are then real. `IsLowestLevel` says that e is the least such number. The variational principle is not part of this definition; it is proved. `hamiltonian A S e₀` is A + e₀S.

Two notations differ from common use. The subscripts of `e₁` and `e₂` label the overlaps S₁ and S₂, so both are lowest levels, of two different problems. In the auxiliary lemmas, `T` is a second overlap and not the kinetic energy.

The main theorem, `neglected_norm_deficit`, takes A Hermitian, S₁ positive definite, S₂ − S₁ positive semidefinite, and e₁ and e₂ as the two lowest levels. It concludes

(e₁ − e₀)(e₂ − e₀) ≥ 0 and |e₂ − e₀| ≤ |e₁ − e₀|.

Equality is allowed: the level need not move. In a one-dimensional space, with A = a and S = s, the level satisfies e − e₀ = a/s, and a smaller norm s gives a larger distance from e₀ unless a = 0.

`neglect_error_le` adds a size. If the augmentation adds at most a fraction δ to the plain norm of any state, then

|e₁ − e₂| ≤ δ|e₂ − e₀|.

For electronic-structure work in a finite basis with A held fixed, this bounds the error in the lowest level by the largest norm deficit of any state, relative to its plain norm, times the distance of the correct level from the reference energy.

## The lowest level as a minimum

Write ⟨M⟩ₓ = x†Mx, which is real for Hermitian M. Let H be Hermitian and S positive definite on a nonzero space. The quotient ⟨H⟩ₓ/⟨S⟩ₓ is continuous on the unit sphere, which is compact, so it has a minimum m at some z. Rescaling x multiplies numerator and denominator by the same factor, hence for every x

m⟨S⟩ₓ ≤ ⟨H⟩ₓ.

The matrix P = H − mS is therefore positive semidefinite, and z†Pz = 0. Writing P = C†C gives |Cz|² = 0, so Pz = 0, which is Hz = mSz. Thus m is a level. If t is any level, with vector x, then t⟨S⟩ₓ = ⟨H⟩ₓ ≥ m⟨S⟩ₓ, and division by ⟨S⟩ₓ > 0 gives t ≥ m.

This is `exists_lowest_level`. The minimum comes from `exists_isMinOn`, on the sphere of the largest-component norm, which serves as well as the Euclidean one. `bound` carries the inequality from the sphere to all vectors, `hP` and `null` state the two properties of P, and `eig` is the eigenvalue equation. The lemma `quad_pos` supplies ⟨S⟩ₓ > 0 for nonzero x, and `quad_add_smul` splits the expectation value of a sum.

Now put H = A + e₀S, let e be its lowest level and write d = e − e₀. Subtracting e₀⟨S⟩ₓ from both sides of the bound gives

d⟨S⟩ₓ ≤ ⟨A⟩ₓ for all x, with equality at a ground state.

This is `shifted_variational`. The deviation d is the minimum of ⟨A⟩ₓ/⟨S⟩ₓ over nonzero states, and the overlap enters only through the denominator.

## Why the level stays on its side of e₀

Let S and T be two positive definite overlaps, used with the same Hermitian A, and let d_S and d_T be the deviations of the lowest levels of (A + e₀S, S) and (A + e₀T, T). Suppose d_S < 0, and let x be a ground state for S. Then

d_T⟨T⟩ₓ ≤ ⟨A⟩ₓ = d_S⟨S⟩ₓ < 0,

and since ⟨T⟩ₓ > 0, d_T < 0. `below_reference` proves this by contradiction: d_T ≥ 0 would make the left side nonnegative. Exchanging S and T shows that d_S ≥ 0 implies d_T ≥ 0. The two deviations are both negative or both nonnegative, so their product is at least zero.

## How the norms bound the deviations

Suppose that ⟨T⟩ₓ ≤ c⟨S⟩ₓ for every x. Then |d_S| ≤ c|d_T|, which is `deviation_le`. The split by `lt_or_ge` separates two cases.

Below the reference energy, both deviations are negative. Take a ground state x for S. Multiplying the norm inequality by d_T < 0 reverses it:

c d_T⟨S⟩ₓ ≤ d_T⟨T⟩ₓ ≤ ⟨A⟩ₓ = d_S⟨S⟩ₓ.

Dividing by ⟨S⟩ₓ gives c d_T ≤ d_S, that is, |d_S| ≤ c|d_T|.

At or above the reference energy, both deviations are nonnegative. Take a ground state y for T:

d_S⟨S⟩ᵧ ≤ ⟨A⟩ᵧ = d_T⟨T⟩ᵧ ≤ c d_T⟨S⟩ᵧ.

Dividing by ⟨S⟩ᵧ gives d_S ≤ c d_T. In both cases Lean performs the division with `le_of_mul_le_mul_right`, and `nlinarith` joins the inequalities of the chain.

For the main theorem, S₂ is positive definite because it is S₁ plus a positive semidefinite matrix, and ⟨S₁⟩ₓ ≤ ⟨S₂⟩ₓ for every x. Taking S = S₂, T = S₁ and c = 1 gives |e₂ − e₀| ≤ |e₁ − e₀|. The sign statement comes from `below_reference`, used in both directions.

For the error bound the roles are exchanged: S = S₁, T = S₂ and c = 1 + δ give

|e₁ − e₀| ≤ (1 + δ)|e₂ − e₀|.

Both levels lie on the same side of e₀, or at e₀, and e₁ is at least as far from it as e₂. Hence

|e₁ − e₂| = |e₁ − e₀| − |e₂ − e₀| ≤ δ|e₂ − e₀|.

The Lean proof removes the absolute values separately below and above e₀, and `linarith` finishes each case.
